# The elastic energy of a misfitting sphere as a constant plus a square in the interface strain

A sphere of radius $a>0$ and volume $V$ sits in an infinite matrix; both are isotropic and linearly elastic. The sphere has the stress-free linear strain $e$ and the actual linear strain $c$, both uniform and equal in all directions. The displacement in the matrix is taken to be radial and equal to $ca^3/r^2$, so that it matches the sphere's at the interface. With $K$ the bulk modulus of the sphere, $\mu$ the shear modulus of the matrix and $3K+4\mu\neq0$, the theorem `totalEnergy_eq_square` states that the total elastic energy is $18K\mu e^2V/(3K+4\mu)+\tfrac32(3K+4\mu)(c-x)^2V$, where $x=3Ke/(3K+4\mu)$. The attempt unfolds the definitions of the total energy, the sphere's energy and $x$, and puts in the matrix energy $6\mu c^2V$, which is proved earlier in the file. It then relies on `field_simp` to clear the denominators and on `ring` to prove the identity that is left.

An attempt in Lean 4 with a fault in it:

```lean
import Mathlib

open MeasureTheory Set Filter
open scoped Real Topology

namespace MisfittingSphere

noncomputable section

/-- Elastic energy density of an isotropic solid with bulk modulus `K` and shear modulus `μ`,
for radial strain `εr` and two equal tangential strains `εt`. -/
def energyDensity (K μ εr εt : ℝ) : ℝ :=
  K / 2 * (εr + 2 * εt) ^ 2 + 2 / 3 * μ * (εr - εt) ^ 2

/-- Radial displacement in the matrix at distance `r` from the centre of a sphere of radius `a`
with interface strain `c`. -/
def displacement (a c r : ℝ) : ℝ := c * a ^ 3 / r ^ 2

/-- Volume of a sphere of radius `a`. -/
def volume (a : ℝ) : ℝ := 4 * π * a ^ 3 / 3

/-- Elastic energy of the sphere, whose stress-free strain is `e` and whose actual strain
is `c`. -/
def sphereEnergy (K μ a e c : ℝ) : ℝ :=
  energyDensity K μ (c - e) (c - e) * volume a

/-- Elastic energy of the infinite matrix outside the sphere, integrated over spherical shells. -/
def matrixEnergy (K μ a c : ℝ) : ℝ :=
  ∫ r in Ioi a, energyDensity K μ (deriv (displacement a c) r) (displacement a c r / r)
    * (4 * π * r ^ 2)

/-- Total elastic energy of a sphere (moduli `K`, `μs`) in a matrix (moduli `Km`, `μ`). -/
def totalEnergy (K μs Km μ a e c : ℝ) : ℝ :=
  sphereEnergy K μs a e c + matrixEnergy Km μ a c

/-- The interface strain `3Ke/(3K+4μ)`. -/
def relaxedStrain (K μ e : ℝ) : ℝ := 3 * K * e / (3 * K + 4 * μ)

/-- The radial strain in the matrix is `-2 c a³/r³`. -/
theorem hasDerivAt_displacement (a c : ℝ) {r : ℝ} (hr : 0 < r) :
    HasDerivAt (displacement a c) (-2 * (c * a ^ 3 / r ^ 3)) r := by
  have h2 : HasDerivAt (fun x : ℝ => x ^ 2) (2 * r) r := by
    simpa using hasDerivAt_pow 2 r
  have h : HasDerivAt (fun x : ℝ => c * a ^ 3 / x ^ 2)
      ((0 * r ^ 2 - c * a ^ 3 * (2 * r)) / (r ^ 2) ^ 2) r :=
    (hasDerivAt_const r (c * a ^ 3)).fun_div h2 (by positivity)
  refine h.congr_deriv ?_
  field_simp
  ring

/-- The matrix energy is the integral of `24πμc²a⁶/r⁴` from the interface to infinity. -/
theorem matrixEnergy_eq_integral (K μ c : ℝ) {a : ℝ} (ha : 0 < a) :
    matrixEnergy K μ a c = ∫ r in Ioi a, 24 * π * μ * c ^ 2 * a ^ 6 / r ^ 4 := by
  unfold matrixEnergy
  apply setIntegral_congr_fun measurableSet_Ioi
  intro r hr
  have hr0 : 0 < r := lt_trans ha (mem_Ioi.mp hr)
  have ht : displacement a c r / r = c * a ^ 3 / r ^ 3 := by
    unfold displacement
    rw [div_div, ← pow_succ]
  beta_reduce
  rw [(hasDerivAt_displacement a c hr0).deriv, ht]
  -- the dilatation vanishes, so only the shear energy survives
  calc energyDensity K μ (-2 * (c * a ^ 3 / r ^ 3)) (c * a ^ 3 / r ^ 3) * (4 * π * r ^ 2)
      = 6 * μ * (c * a ^ 3 / r ^ 3) ^ 2 * (4 * π * r ^ 2) := by
        unfold energyDensity
        ring
    _ = 24 * π * μ * c ^ 2 * a ^ 6 / r ^ 4 := by
        field_simp
        ring

/-- The integral of `1/r⁴` from `a` to infinity is `1/(3a³)`. -/
theorem integral_inv_pow_four {a : ℝ} (ha : 0 < a) :
    ∫ r in Ioi a, 1 / r ^ 4 = 1 / (3 * a ^ 3) := by
  have hd : ∀ r ∈ Ici a, HasDerivAt (fun x : ℝ => (-1 / 3) / x ^ 3) (1 / r ^ 4) r := by
    intro r hr
    have hr0 : 0 < r := lt_of_lt_of_le ha (mem_Ici.mp hr)
    have h3 : HasDerivAt (fun x : ℝ => x ^ 3) (3 * r ^ 2) r := by
      simpa using hasDerivAt_pow 3 r
    have h : HasDerivAt (fun x : ℝ => (-1 / 3) / x ^ 3)
        ((0 * r ^ 3 - (-1 / 3) * (3 * r ^ 2)) / (r ^ 3) ^ 2) r :=
      (hasDerivAt_const r (-1 / 3 : ℝ)).fun_div h3 (by positivity)
    refine h.congr_deriv ?_
    rw [div_eq_div_iff (by positivity) (by positivity)]
    ring
  have hl : Tendsto (fun x : ℝ => (-1 / 3) / x ^ 3) atTop (𝓝 0) :=
    (tendsto_pow_atTop (by norm_num : (3 : ℕ) ≠ 0)).const_div_atTop (-1 / 3)
  rw [integral_Ioi_of_hasDerivAt_of_nonneg' hd (fun r _ => by positivity) hl]
  field_simp
  ring

/-- The matrix energy equals `6μc²V`, whatever the bulk modulus of the matrix. -/
theorem matrixEnergy_eq (K μ c : ℝ) {a : ℝ} (ha : 0 < a) :
    matrixEnergy K μ a c = 6 * μ * c ^ 2 * volume a := by
  rw [matrixEnergy_eq_integral K μ c ha]
  calc ∫ r in Ioi a, 24 * π * μ * c ^ 2 * a ^ 6 / r ^ 4
      = ∫ r in Ioi a, (24 * π * μ * c ^ 2 * a ^ 6) * (1 / r ^ 4) := by
        simp only [mul_one_div]
    _ = (24 * π * μ * c ^ 2 * a ^ 6) * (1 / (3 * a ^ 3)) := by
        rw [integral_const_mul, integral_inv_pow_four ha]
    _ = 6 * μ * c ^ 2 * volume a := by
        unfold volume
        field_simp
        ring

/-- The total energy is a constant plus a quadratic term in the deviation of the interface
strain from `3Ke/(3K+4μ)`. -/
theorem totalEnergy_eq_square (μs Km e c : ℝ) {K μ a : ℝ} (ha : 0 < a)
    (h : 3 * K + 4 * μ ≠ 0) :
    totalEnergy K μs Km μ a e c = 18 * K * μ * e ^ 2 * volume a / (3 * K + 4 * μ)
      + 3 / 2 * (3 * K + 4 * μ) * (c - relaxedStrain K μ e) ^ 2 * volume a := by
  unfold totalEnergy sphereEnergy energyDensity relaxedStrain
  rw [matrixEnergy_eq Km μ c ha]
  field_simp
  ring

end

end MisfittingSphere
```

Messages:

```
Try this:
  [apply] ring_nf
  
  The `ring` tactic failed to close the goal. Use `ring_nf` to obtain a normal form.
    
  Note that `ring` works primarily in *commutative* rings. If you have a noncommutative ring, abelian group or module, consider using `noncomm_ring`, `abel` or `module` instead.
Main.lean:111:78: error: unsolved goals
μs Km e c K μ a : ℝ
ha : 0 < a
h : 3 * K + 4 * μ ≠ 0
⊢ -(volume a * c * e * K * 54) + volume a * c ^ 2 * K * 27 + volume a * c ^ 2 * μ * 36 + volume a * e ^ 2 * K * 27 =
    -(volume a * c * e * K * μ ^ 2 * (K * 3 + μ * 4)⁻¹ ^ 2 * 864) -
                      volume a * c * e * K ^ 2 * μ * (K * 3 + μ * 4)⁻¹ ^ 2 * 1296 -
                    volume a * c * e * K ^ 3 * (K * 3 + μ * 4)⁻¹ ^ 2 * 486 +
                  volume a * c ^ 2 * K * μ * (K * 3 + μ * 4)⁻¹ * 216 +
                volume a * c ^ 2 * K ^ 2 * (K * 3 + μ * 4)⁻¹ * 81 +
              volume a * c ^ 2 * μ ^ 2 * (K * 3 + μ * 4)⁻¹ * 144 +
            volume a * e ^ 2 * K * μ * (K * 3 + μ * 4)⁻¹ * 108 +
          volume a * e ^ 2 * K ^ 2 * μ ^ 2 * (K * 3 + μ * 4)⁻¹ ^ 3 * 1296 +
        volume a * e ^ 2 * K ^ 3 * μ * (K * 3 + μ * 4)⁻¹ ^ 3 * 1944 +
      volume a * e ^ 2 * K ^ 4 * (K * 3 + μ * 4)⁻¹ ^ 3 * 729
```

The change, after which it compiles:

```diff
@@ -110,8 +110,15 @@
     totalEnergy K μs Km μ a e c = 18 * K * μ * e ^ 2 * volume a / (3 * K + 4 * μ)
       + 3 / 2 * (3 * K + 4 * μ) * (c - relaxedStrain K μ e) ^ 2 * volume a := by
-  unfold totalEnergy sphereEnergy energyDensity relaxedStrain
+  have hx : relaxedStrain K μ e * (3 * K + 4 * μ) = 3 * K * e := (eq_div_iff h).mp rfl
+  have hE : 18 * K * μ * e ^ 2 * volume a / (3 * K + 4 * μ)
+      = 6 * μ * e * volume a * relaxedStrain K μ e := by
+    rw [div_eq_iff h]
+    linear_combination (-6 * μ * e * volume a) * hx
+  rw [hE]
+  unfold totalEnergy sphereEnergy energyDensity
   rw [matrixEnergy_eq Km μ c ha]
-  field_simp
-  ring
+  -- complete the square, using the defining relation of the relaxed strain
+  linear_combination
+    (volume a * (3 * c - 3 / 2 * relaxedStrain K μ e - 3 / 2 * e)) * hx
 
 end
```

The first message says that `ring` did not close the goal; its suggestion, `ring_nf`, only gives a normal form. The error shows the equation left over, which still contains powers of `(K * 3 + μ * 4)⁻¹`, so `field_simp` had not cleared this denominator, although `h` says that it is nonzero. The messages don't show why. The equation is true, but `ring` does not use `h` and treats the inverse of the sum as an atom, so it can't cancel it against the sum.

The repair does without `field_simp` and keeps `relaxedStrain K μ e` folded, so that its quotient stays out of the goal. `hx` uses `h` to state the definition without division, as $x(3K+4\mu)=3Ke$. `hE` turns the other quotient, the constant term, into $6\mu eVx$, with `div_eq_iff h` clearing the denominator, and `rw [hE]` puts this into the goal. What remains is a polynomial identity that follows from `hx`, and the last `linear_combination` gives the multiple of `hx` that proves it. The new comment has no effect on the proof.
